# An exact semicore orbital removes the ghost level in a two-state model

In an LAPW calculation the radial functions are built around a chosen linearisation energy. If that energy lies in the valence region, a semicore state of the same angular momentum is described poorly, and the calculation can return a level where the crystal has no state: a ghost band. A common remedy is to add a local orbital built at the semicore energy. What does this addition do to the spurious level?

Take a semicore state \(f_0\) and a valence state \(f_1\), both exact normalised eigenstates of a Hamiltonian \(H\), with energies \(E_0<E_1\). The deficient basis is a single normalised function \(w\) that mixes the two, and the added orbital is \(f_0\) itself. This simplifies the LAPW case, where the valence state is still described well: a proper mixture \(w\) alone reproduces neither level. A real local orbital only approximates the semicore state, and the step from \(f_0\) to such an orbital is left open here.

The levels that a basis produces are the eigenvalues of \(H\) compressed to its span \(V\), called Ritz values. A number \(\theta\) is one if some nonzero \(v\in V\) has a residual \(Hv-\theta v\) orthogonal to all of \(V\). For linearly independent basis functions this is the secular equation \(Ac=\theta Sc\), with Hamiltonian matrix \(A\) and overlap matrix \(S\).

```lean
import Mathlib

open scoped InnerProductSpace

namespace SemicoreGhost

variable {F : Type*} [NormedAddCommGroup F] [InnerProductSpace ℂ F]
```

`IsRitzValue H V θ` is this condition. It allows complex \(\theta\), so real levels are a result and not an assumption. The inner product is conjugate-linear in its first argument.

```lean
/-- `θ` is a Ritz value of `H` in the basis space `V`: some nonzero `v` in `V` has a residual
`H v - θ v` orthogonal to `V`. These are the eigenvalues of `H` compressed to `V`. -/
def IsRitzValue (H : F →ₗ[ℂ] F) (V : Submodule ℂ F) (θ : ℂ) : Prop :=
  ∃ v ∈ V, v ≠ 0 ∧ ∀ u ∈ V, ⟪u, H v - θ • v⟫_ℂ = 0
```

`SemicoreValence` collects the hypotheses on the two states. The space `F` may have any dimension that holds them. Since `H` acts on all of `F`, a differential Hamiltonian is to be read on the span of \(f_0\) and \(f_1\), which it maps into itself.

```lean
/-- A symmetric Hamiltonian `H` with a normalised semicore state `f₀` of energy `E₀` and a
normalised valence state `f₁` of higher energy `E₁`. -/
structure SemicoreValence (H : F →ₗ[ℂ] F) (f₀ f₁ : F) (E₀ E₁ : ℝ) : Prop where
  symm : H.IsSymmetric
  norm₀ : ‖f₀‖ = 1
  norm₁ : ‖f₁‖ = 1
  eig₀ : H f₀ = (E₀ : ℂ) • f₀
  eig₁ : H f₁ = (E₁ : ℂ) • f₁
  lt : E₀ < E₁
```

## (a) Overlap of a normalised state with itself

Show that \(\|w\|=1\) implies
\[\langle w,w\rangle=1.\]

**Solution.** The overlap is \(\|w\|^2=1^2=1\).

```lean
/-- A normalised state has overlap one with itself. -/
theorem inner_self_of_unit {w : F} (hw : ‖w‖ = 1) : ⟪w, w⟫_ℂ = 1 := by
  rw [inner_self_eq_norm_sq_to_K, hw]
  simp
```

## (b) One basis function

Show that for normalised \(w\) the basis \(\{w\}\) has exactly one Ritz value,
\[\theta=\langle w,Hw\rangle.\]

**Solution.** A nonzero trial vector is \(v=cw\) with \(c\neq0\). Testing its residual with \(w\) gives \(c(\langle w,Hw\rangle-\theta)=0\), and \(c\) cancels (`mul_left_cancel₀`). Conversely, let \(\theta\) have this value and take \(v=w\), which is nonzero. Any \(u=cw\) then gives \(\bar c(\langle w,Hw\rangle-\theta)=0\).

```lean
/-- A basis of one normalised function `w` gives exactly one level, the energy `⟪w, H w⟫`. -/
theorem ritz_single (H : F →ₗ[ℂ] F) {w : F} (hw : ‖w‖ = 1) (θ : ℂ) :
    IsRitzValue H (Submodule.span ℂ {w}) θ ↔ θ = ⟪w, H w⟫_ℂ := by
  constructor
  · rintro ⟨v, hv, hv0, hr⟩
    obtain ⟨c, rfl⟩ := Submodule.mem_span_singleton.1 hv
    have hc : c ≠ 0 := fun h => hv0 (by rw [h, zero_smul])
    have t := hr w (Submodule.mem_span_singleton_self w)
    simp only [map_smul, inner_sub_right, inner_smul_right, inner_self_of_unit hw] at t
    exact mul_left_cancel₀ hc (by linear_combination -t)
  · intro hθ
    refine ⟨w, Submodule.mem_span_singleton_self w, fun h => by simp [h] at hw, ?_⟩
    intro u hu
    obtain ⟨c, rfl⟩ := Submodule.mem_span_singleton.1 hu
    simp only [inner_smul_left, inner_sub_right, inner_smul_right, inner_self_of_unit hw]
    rw [hθ]
    ring
```

## (c) Semicore and valence overlap

Derive from the symmetry of \(H\) that
\[\langle f_0,f_1\rangle=0.\]

**Solution.** Symmetry says \(\langle Hf_0,f_1\rangle=\langle f_0,Hf_1\rangle\). With real energies this reads \((E_0-E_1)\langle f_0,f_1\rangle=0\), and the first factor is nonzero.

```lean
namespace SemicoreValence

variable {H : F →ₗ[ℂ] F} {f₀ f₁ : F} {E₀ E₁ : ℝ}

/-- The semicore and valence states are orthogonal. -/
theorem orthogonal (h : SemicoreValence H f₀ f₁ E₀ E₁) : ⟪f₀, f₁⟫_ℂ = 0 := by
  have t := h.symm f₀ f₁
  rw [h.eig₀, h.eig₁, inner_smul_left, inner_smul_right, Complex.conj_ofReal] at t
  have hne : (E₀ : ℂ) - E₁ ≠ 0 :=
    sub_ne_zero.2 fun e => h.lt.ne (Complex.ofReal_injective e)
  exact (mul_eq_zero.1 (by linear_combination t :
    ((E₀ : ℂ) - E₁) * ⟪f₀, f₁⟫_ℂ = 0)).resolve_left hne
```

## (d) Norm and energy of a mixture

For complex \(a,b\) and \(w=af_0+bf_1\), show that
\[\|w\|^2=|a|^2+|b|^2,\qquad \langle w,Hw\rangle=|a|^2E_0+|b|^2E_1.\]

**Solution.** Use \(Hw=aE_0f_0+bE_1f_1\) and expand both inner products. The cross terms vanish by (c), which leaves \(\bar aa+\bar bb\) and \(\bar aaE_0+\bar bbE_1\). The lemma `Complex.conj_mul'` turns \(\bar aa\) into \(|a|^2\). The energy of a mixture here means \(\langle w,Hw\rangle\). It is the expectation value of \(H\) in the state when \(\|w\|=1\), as in all later parts; for other nonzero \(w\) it must first be divided by \(\|w\|^2\).

```lean
/-- The squared norm and the energy of `a f₀ + b f₁` are the sums of the weights `|a|²`, `|b|²`
and of the weighted energies. -/
theorem norm_and_energy (h : SemicoreValence H f₀ f₁ E₀ E₁) (a b : ℂ) :
    ‖a • f₀ + b • f₁‖ ^ 2 = ‖a‖ ^ 2 + ‖b‖ ^ 2 ∧
    ⟪a • f₀ + b • f₁, H (a • f₀ + b • f₁)⟫_ℂ
      = ((‖a‖ ^ 2 * E₀ + ‖b‖ ^ 2 * E₁ : ℝ) : ℂ) := by
  have h10 : ⟪f₁, f₀⟫_ℂ = 0 := inner_eq_zero_symm.1 h.orthogonal
  constructor
  · have key : ⟪a • f₀ + b • f₁, a • f₀ + b • f₁⟫_ℂ = ((‖a‖ ^ 2 + ‖b‖ ^ 2 : ℝ) : ℂ) := by
      simp only [inner_add_left, inner_add_right, inner_smul_left, inner_smul_right,
        inner_self_of_unit h.norm₀, inner_self_of_unit h.norm₁, h.orthogonal, h10]
      push_cast
      linear_combination Complex.conj_mul' a + Complex.conj_mul' b
    rw [← inner_self_eq_norm_sq (𝕜 := ℂ), key]
    exact Complex.ofReal_re _
  · simp only [map_add, map_smul, h.eig₀, h.eig₁, inner_add_left, inner_add_right,
      inner_smul_left, inner_smul_right, inner_self_of_unit h.norm₀,
      inner_self_of_unit h.norm₁, h.orthogonal, h10]
    push_cast
    linear_combination (E₀ : ℂ) * Complex.conj_mul' a + (E₁ : ℂ) * Complex.conj_mul' b
```

## (e) Weights at a given energy

Let \(w\) be a normalised vector in the span of \(f_0,f_1\) with real energy \(x=\langle w,Hw\rangle\). Show that \(w=af_0+bf_1\) with
\[|a|^2+|b|^2=1,\qquad |a|^2E_0+|b|^2E_1=x.\]

**Solution.** Membership in the span supplies \(a\) and \(b\). Inserting \(\|w\|=1\) and the energy \(x\) into (d) gives the two equations.

```lean
/-- A normalised mixture of the two states with energy `x` has weights that add up to one and
average the two energies to `x`. -/
theorem exists_weights (h : SemicoreValence H f₀ f₁ E₀ E₁) {w : F} {x : ℝ}
    (hw : w ∈ Submodule.span ℂ {f₀, f₁}) (hn : ‖w‖ = 1) (hx : ⟪w, H w⟫_ℂ = x) :
    ∃ a b : ℂ, a • f₀ + b • f₁ = w ∧ ‖a‖ ^ 2 + ‖b‖ ^ 2 = 1 ∧
      ‖a‖ ^ 2 * E₀ + ‖b‖ ^ 2 * E₁ = x := by
  obtain ⟨a, b, rfl⟩ := Submodule.mem_span_pair.1 hw
  obtain ⟨h1, h2⟩ := h.norm_and_energy a b
  refine ⟨a, b, rfl, ?_, Complex.ofReal_injective (h2.symm.trans hx)⟩
  rw [← h1, hn, one_pow]
```

## (f) Both eigenstates in the basis

Show that the Ritz values of the basis \(\{f_0,f_1\}\) are exactly
\[\theta=E_0\quad\text{and}\quad\theta=E_1.\]

**Solution.** Let \(v=af_0+bf_1\neq0\). Testing the residual with \(f_0\) and with \(f_1\) gives
\[a(E_0-\theta)=0,\qquad b(E_1-\theta)=0.\]
If \(a\neq0\), then \(\theta=E_0\). If \(a=0\), then \(b\neq0\) and \(\theta=E_1\). Conversely, \(f_0\) and \(f_1\) have zero residual at their own energies.

```lean
/-- The basis of both eigenstates gives exactly the levels `E₀` and `E₁`. -/
theorem ritz_pair (h : SemicoreValence H f₀ f₁ E₀ E₁) (θ : ℂ) :
    IsRitzValue H (Submodule.span ℂ {f₀, f₁}) θ ↔ θ = E₀ ∨ θ = E₁ := by
  have h10 : ⟪f₁, f₀⟫_ℂ = 0 := inner_eq_zero_symm.1 h.orthogonal
  have m0 : f₀ ∈ Submodule.span ℂ {f₀, f₁} := Submodule.subset_span (by simp)
  have m1 : f₁ ∈ Submodule.span ℂ {f₀, f₁} := Submodule.subset_span (by simp)
  constructor
  · rintro ⟨v, hv, hv0, hr⟩
    obtain ⟨a, b, rfl⟩ := Submodule.mem_span_pair.1 hv
    -- project the residual on each eigenstate
    have t0 := hr f₀ m0
    have t1 := hr f₁ m1
    simp only [map_add, map_smul, h.eig₀, h.eig₁, inner_sub_right, inner_add_right,
      inner_smul_right, inner_self_of_unit h.norm₀, inner_self_of_unit h.norm₁,
      h.orthogonal, h10] at t0 t1
    by_cases ha : a = 0
    · have hb : b ≠ 0 := fun hb => hv0 (by simp [ha, hb])
      exact Or.inr (mul_left_cancel₀ hb (by linear_combination -t1))
    · exact Or.inl (mul_left_cancel₀ ha (by linear_combination -t0))
  · rintro (hθ | hθ)
    · refine ⟨f₀, m0, fun e => by simpa [e] using h.norm₀, fun u _ => ?_⟩
      rw [h.eig₀, hθ, sub_self, inner_zero_right]
    · refine ⟨f₁, m1, fun e => by simpa [e] using h.norm₁, fun u _ => ?_⟩
      rw [h.eig₁, hθ, sub_self, inner_zero_right]
```

## (g) Creating and removing the ghost

Let \(E_0<x\le E_1\). Show that some normalised \(w\) in the span of \(f_0,f_1\) has energy \(x\), and that for every such \(w\)
\[\{w\}\ \text{gives only}\ x,\qquad \{f_0,w\}\ \text{gives exactly}\ E_0\ \text{and}\ E_1.\]

**Solution.** Put \(t=(x-E_0)/(E_1-E_0)\), which lies between 0 and 1, and \(w=\sqrt{1-t}\,f_0+\sqrt t\,f_1\). By (d), \(\|w\|^2=1\) and the energy is \(E_0+t(E_1-E_0)=x\).

Now take any such \(w\). Part (b) gives the single level \(x\). Write \(w=af_0+bf_1\) as in (e). If \(b\) were zero, then \(|a|^2=1\) and \(x=E_0\), a contradiction. Hence
\[f_1=b^{-1}(w-af_0)\]
lies in the span of \(f_0,w\) (`hf`). The two spans coincide (`hs`), and (f) gives the levels.

For \(x<E_1\) the level \(x\) is a ghost of the two-state model, since it is neither \(E_0\) nor \(E_1\). At \(x=E_1\) it is the true valence level, and the added orbital only supplies \(E_0\). For LAPW practice this shows, within two exact states, how a spurious level can come from an incomplete basis and not from the Hamiltonian.

```lean
/-- For each `x` in `(E₀, E₁]` some normalised mixture `w` of the two states has energy `x`.
For every such `w`, the basis `{w}` gives the single level `x`, and adding the semicore orbital
`f₀` to the basis replaces it by exactly `E₀` and `E₁`. -/
theorem ghost_removed (h : SemicoreValence H f₀ f₁ E₀ E₁) {x : ℝ} (hx : x ∈ Set.Ioc E₀ E₁) :
    (∃ w ∈ Submodule.span ℂ {f₀, f₁}, ‖w‖ = 1 ∧ ⟪w, H w⟫_ℂ = x) ∧
    ∀ w ∈ Submodule.span ℂ {f₀, f₁}, ‖w‖ = 1 → ⟪w, H w⟫_ℂ = x →
      (∀ θ, IsRitzValue H (Submodule.span ℂ {w}) θ ↔ θ = x) ∧
      (∀ θ, IsRitzValue H (Submodule.span ℂ {f₀, w}) θ ↔ θ = E₀ ∨ θ = E₁) := by
  have hd : 0 < E₁ - E₀ := sub_pos.2 h.lt
  constructor
  · -- distribute the weights linearly between the two levels
    have key : ∀ r : ℝ, 0 ≤ r → ‖((√r : ℝ) : ℂ)‖ ^ 2 = r := fun r hr => by
      rw [Complex.norm_real, Real.norm_eq_abs, sq_abs, Real.sq_sqrt hr]
    have ha := key ((E₁ - x) / (E₁ - E₀)) (div_nonneg (by linarith [hx.2]) hd.le)
    have hb := key ((x - E₀) / (E₁ - E₀)) (div_nonneg (by linarith [hx.1]) hd.le)
    obtain ⟨h1, h2⟩ := h.norm_and_energy
      ((√((E₁ - x) / (E₁ - E₀)) : ℝ) : ℂ) ((√((x - E₀) / (E₁ - E₀)) : ℝ) : ℂ)
    rw [ha, hb] at h1 h2
    refine ⟨_, Submodule.mem_span_pair.2 ⟨_, _, rfl⟩, ?_, h2.trans ?_⟩
    · refine (pow_eq_one_iff_of_nonneg (norm_nonneg _) two_ne_zero).1 (h1.trans ?_)
      rw [← add_div, div_eq_one_iff_eq hd.ne']
      ring
    · congr 1
      rw [div_mul_eq_mul_div, div_mul_eq_mul_div, ← add_div, div_eq_iff hd.ne']
      ring
  · intro w hw hn he
    refine ⟨fun θ => by rw [ritz_single H hn, he], fun θ => ?_⟩
    obtain ⟨a, b, hab, h1, h2⟩ := h.exists_weights hw hn he
    -- an energy above `E₀` needs a valence component
    have hb : b ≠ 0 := by
      intro hb
      rw [hb, norm_zero] at h1 h2
      have : x = E₀ := by linear_combination E₀ * h1 - h2
      exact hx.1.ne' this
    have hf : f₁ ∈ Submodule.span ℂ {f₀, w} := by
      refine Submodule.mem_span_pair.2 ⟨-(b⁻¹ * a), b⁻¹, ?_⟩
      rw [← hab, smul_add, smul_smul, smul_smul, inv_mul_cancel₀ hb]
      module
    have hs : Submodule.span ℂ {f₀, w} = Submodule.span ℂ {f₀, f₁} := le_antisymm
      (Submodule.span_le.2 (Set.insert_subset (Submodule.subset_span (by simp))
        (Set.singleton_subset_iff.2 hw)))
      (Submodule.span_le.2 (Set.insert_subset (Submodule.subset_span (by simp))
        (Set.singleton_subset_iff.2 hf)))
    rw [hs, h.ritz_pair]
```

## (h) Semicore content of the mixture

For \(w\) and \(x\) as in (e), show that
\[|\langle f_0,w\rangle|^2=\frac{E_1-x}{E_1-E_0}.\]

**Solution.** By (c), \(\langle f_0,w\rangle=a\). Multiply the first equation of (e) by \(E_1\) and subtract the second: \(|a|^2(E_1-E_0)=E_1-x\). The closing `linear_combination` is this subtraction.

```lean
/-- The semicore weight of a normalised mixture `w` of the two states is fixed by its energy
`x`: it equals `(E₁ - x) / (E₁ - E₀)`. -/
theorem semicore_weight (h : SemicoreValence H f₀ f₁ E₀ E₁) {w : F} {x : ℝ}
    (hw : w ∈ Submodule.span ℂ {f₀, f₁}) (hn : ‖w‖ = 1) (hx : ⟪w, H w⟫_ℂ = x) :
    ‖⟪f₀, w⟫_ℂ‖ ^ 2 = (E₁ - x) / (E₁ - E₀) := by
  obtain ⟨a, b, hab, h1, h2⟩ := h.exists_weights hw hn hx
  have ha : ⟪f₀, w⟫_ℂ = a := by
    rw [← hab, inner_add_right, inner_smul_right, inner_smul_right,
      inner_self_of_unit h.norm₀, h.orthogonal]
    ring
  rw [ha, eq_div_iff (sub_pos.2 h.lt).ne']
  linear_combination E₁ * h1 - h2
```

## (i) The lower edge of the energy range

Let \(w\) be as in (e) with \(x=E_0\). Show that the only Ritz value of \(\{f_0,w\}\) is
\[\theta=E_0.\]

**Solution.** Subtracting \(E_0\) times the first equation of (e) from the second gives \(|b|^2(E_1-E_0)=0\), so \(b=0\) and \(w=af_0\). The span is that of \(f_0\) alone, and (b) gives \(\langle f_0,Hf_0\rangle=E_0\). The valence level is missing, so (g) fails at \(x=E_0\).

```lean
/-- If a normalised mixture `w` of the two states has energy `E₀`, the basis `{f₀, w}` gives
only the level `E₀`. -/
theorem no_valence_level (h : SemicoreValence H f₀ f₁ E₀ E₁) {w : F}
    (hw : w ∈ Submodule.span ℂ {f₀, f₁}) (hn : ‖w‖ = 1) (hx : ⟪w, H w⟫_ℂ = E₀) (θ : ℂ) :
    IsRitzValue H (Submodule.span ℂ {f₀, w}) θ ↔ θ = E₀ := by
  obtain ⟨a, b, hab, h1, h2⟩ := h.exists_weights hw hn hx
  have hb2 : ‖b‖ ^ 2 = 0 := (mul_eq_zero.1 (by linear_combination h2 - E₀ * h1 :
    ‖b‖ ^ 2 * (E₁ - E₀) = 0)).resolve_right (sub_pos.2 h.lt).ne'
  have hb : b = 0 := norm_eq_zero.1 (pow_eq_zero_iff two_ne_zero |>.1 hb2)
  -- `w` is a multiple of `f₀`, so the basis is linearly dependent
  have hwf : w ∈ Submodule.span ℂ {f₀} :=
    Submodule.mem_span_singleton.2 ⟨a, by rw [← hab, hb, zero_smul, add_zero]⟩
  have hs : Submodule.span ℂ {f₀, w} = Submodule.span ℂ {f₀} := le_antisymm
    (Submodule.span_le.2 (Set.insert_subset (Submodule.mem_span_singleton_self f₀)
      (Set.singleton_subset_iff.2 hwf)))
    (Submodule.span_mono (by simp))
  rw [hs, ritz_single H h.norm₀, h.eig₀, inner_smul_right, inner_self_of_unit h.norm₀, mul_one]

end SemicoreValence
```

## (j) A two-level example

Show that \(H=\mathrm{diag}(-1,1)\), with the coordinate vectors as \(f_0\) and \(f_1\), meets all the hypotheses, with
\[E_0=-1,\qquad E_1=1.\]

**Solution.** A real diagonal matrix is Hermitian, the coordinate vectors have norm one, \(Hf_0=-f_0\), \(Hf_1=f_1\), and \(-1<1\). Lean checks the matrix and vector entries one at a time with `fin_cases`. Here \(w=(f_0+f_1)/\sqrt2\) has a ghost level at 0, which adding \(f_0\) replaces by \(-1\) and \(1\).

```lean
/-- The two-level Hamiltonian `diag(-1, 1)` with the two coordinate vectors is an instance of a
semicore and a valence state, with energies `-1` and `1`. -/
theorem semicoreValence_witness :
    SemicoreValence (Matrix.toEuclideanLin !![(-1 : ℂ), 0; 0, 1])
      !₂[(1 : ℂ), 0] !₂[(0 : ℂ), 1] (-1) 1 where
  symm := by
    open Matrix in
    refine isSymmetric_toEuclideanLin_iff.2 ?_
    ext i j
    fin_cases i <;> fin_cases j <;> simp [Matrix.conjTranspose_apply]
  norm₀ := by simp [EuclideanSpace.norm_eq, Fin.sum_univ_two]
  norm₁ := by simp [EuclideanSpace.norm_eq, Fin.sum_univ_two]
  eig₀ := by
    ext i
    fin_cases i <;> simp [Matrix.toLpLin_apply]
  eig₁ := by
    ext i
    fin_cases i <;> simp [Matrix.toLpLin_apply]
  lt := by norm_num

end SemicoreGhost
```

```lean
#print axioms SemicoreGhost.SemicoreValence.ghost_removed
#print axioms SemicoreGhost.SemicoreValence.semicore_weight
#print axioms SemicoreGhost.SemicoreValence.no_valence_level
```

```
'SemicoreGhost.SemicoreValence.ghost_removed' depends on axioms: [propext, Classical.choice, Quot.sound]
'SemicoreGhost.SemicoreValence.semicore_weight' depends on axioms: [propext, Classical.choice, Quot.sound]
'SemicoreGhost.SemicoreValence.no_valence_level' depends on axioms: [propext, Classical.choice, Quot.sound]
```
